# For a one-body Hamiltonian on finitely many orbitals, no N-fermion ensemble lies below the best Slater determinant

Put N non-interacting electrons into a fixed potential and describe them in a finite basis. They may occupy N orbitals fully, as in a Slater determinant, or be in a mixed state whose orbitals are fractionally filled, as happens near a degeneracy or with thermal smearing. Can the mixed state have the lower energy? It cannot: one determinant, chosen from the Hamiltonian and N alone, does at least as well as every ensemble.

## Ensembles, determinants and their energy

Let h be the one-body Hamiltonian in an orthonormal basis of M spin orbitals, and g the one-body density matrix, normalised to N particles. The claim is that, for N ≤ M, some P with Pᴴ = P, P² = P and tr P = N satisfies

tr(hP) ≤ tr(hg) whenever 0 ≤ g ≤ 1 and tr g = N.

Here ᴴ is the conjugate transpose, and 0 ≤ g ≤ 1 means that g and 1 − g are positive semidefinite. In Lean the orbitals are labelled by a finite type `ι`, and M is `Fintype.card ι`.

```lean
import Mathlib

open Matrix
open scoped ComplexOrder

namespace BestDeterminant

noncomputable section

variable {ι : Type*} [Fintype ι] [DecidableEq ι]
```

`IsEnsemble` and `IsDeterminant` are conditions on density matrices, not on many-body states. The step from wavefunctions to these matrices is taken from many-fermion theory: every N-fermion state has a density matrix of the first kind, and every matrix of the second kind belongs to a Slater determinant.

```lean
/-- One-body density matrix of an `N`-fermion ensemble: `0 ≤ g ≤ 1` and `tr g = N`. -/
structure IsEnsemble (N : ℕ) (g : Matrix ι ι ℂ) : Prop where
  nonneg : g.PosSemidef
  pauli : (1 - g).PosSemidef
  trace_eq : g.trace = (N : ℂ)

/-- One-body density matrix of an `N`-fermion Slater determinant: a Hermitian idempotent
of trace `N`. -/
structure IsDeterminant (N : ℕ) (P : Matrix ι ι ℂ) : Prop where
  herm : P.IsHermitian
  idem : P * P = P
  trace_eq : P.trace = (N : ℂ)
```

The energy is defined as a real part, so that it can be compared as a real number.

```lean
/-- One-body energy: the real part of `tr (h g)`. -/
def energy (h g : Matrix ι ι ℂ) : ℝ := (h * g).trace.re
```

The columns uᵢ of a matrix U serve as orbitals. The occupation of uᵢ is fᵢ = (UᴴgU)ᵢᵢ, and filling a set S of orbitals gives the matrix ∑(i∈S) |uᵢ⟩⟨uᵢ|. `IsAufbau` says that no level in S lies above a level outside it.

```lean
/-- Occupation of the `i`-th orbital, the `i`-th column of `U`, in the density matrix `g`. -/
def occupation (U g : Matrix ι ι ℂ) (i : ι) : ℝ := ((Uᴴ * g * U) i i).re

/-- The matrix `∑ |u_i⟩⟨u_i|` over the columns `u_i` of `U` with `i` in `S`. -/
def orbitalProjector (U : Matrix ι ι ℂ) (S : Finset ι) : Matrix ι ι ℂ :=
  U * diagonal (fun i => if i ∈ S then (1 : ℂ) else 0) * Uᴴ

/-- `S` is filled from below: no level in `S` lies above a level outside `S`. -/
def IsAufbau (ε : ι → ℝ) (S : Finset ι) : Prop := ∀ i ∈ S, ∀ j ∉ S, ε i ≤ ε j
```

## h is Hermitian: real energies and an orbital basis

Hermiticity makes h an observable. It is used first to show that the energy is real: the complex conjugate of tr(hg) is

tr((hg)ᴴ) = tr(gh) = tr(hg).

The lemma makes the same three moves, with `conjTranspose_mul` reversing the product and `trace_mul_comm` restoring it.

```lean
omit [DecidableEq ι] in
/-- For Hermitian `h` and `g` the trace `tr (h g)` is real, and equals the energy. -/
theorem energy_eq_trace {h g : Matrix ι ι ℂ} (hh : h.IsHermitian) (hg : g.IsHermitian) :
    (energy h g : ℂ) = (h * g).trace := by
  apply Complex.conj_eq_iff_re.mp
  change star (h * g).trace = _
  rw [← trace_conjTranspose, conjTranspose_mul, hh.eq, hg.eq, trace_mul_comm]
```

Its second use is the eigenbasis h = U diag(ε) Uᴴ, with real levels εᵢ and UᴴU = 1, on which the main proof is built. Without Hermiticity tr(hg) can be complex: for M = 1, h = i and g = 1 it equals i. The inequality between real parts would survive, because for Hermitian g only the Hermitian part of h contributes to them.

## P is idempotent: every orbital full or empty

The condition P² = P belongs to the conclusion and gives it content: if it were dropped, the comparison with a single given g would be settled by P = g. Together with Pᴴ = P it gives

P = PᴴP and 1 − P = (1 − P)ᴴ(1 − P),

and a matrix of the form AᴴA is positive semidefinite. A determinant is therefore a special ensemble. The proof checks these two identities.

```lean
/-- The density matrix of a determinant is an ensemble density matrix. -/
theorem IsDeterminant.isEnsemble {N : ℕ} {P : Matrix ι ι ℂ} (hP : IsDeterminant N P) :
    IsEnsemble N P := by
  refine ⟨?_, ?_, hP.trace_eq⟩
  · have h := posSemidef_conjTranspose_mul_self P
    rwa [hP.herm.eq, hP.idem] at h
  · have h := posSemidef_conjTranspose_mul_self (1 - P)
    have hQ : (1 - P)ᴴ * (1 - P) = 1 - P := by
      rw [conjTranspose_sub, conjTranspose_one, hP.herm.eq]
      simp [mul_sub, sub_mul, hP.idem]
    rwa [hQ] at h
```

## N ≤ M: enough orbitals for the fermions

To find the best determinant, fill the levels from below. Start with the empty set and keep adding the lowest empty level a. The levels already in S lie no higher than any level outside, and a lies no higher than those that remain, so the enlarged set is again filled from below. An empty level is available at each step because N ≤ M. The Lean proof is this induction, with `Finset.exists_min_image` supplying a.

```lean
/-- Any number `N` of fermions not exceeding the number of levels can be filled in from below. -/
theorem exists_aufbau (ε : ι → ℝ) (N : ℕ) (hN : N ≤ Fintype.card ι) :
    ∃ S : Finset ι, S.card = N ∧ IsAufbau ε S := by
  induction N with
  | zero => exact ⟨∅, rfl, fun i hi => absurd hi (Finset.notMem_empty i)⟩
  | succ k ih =>
    obtain ⟨S, hc, hS⟩ := ih (by omega)
    have hne : Sᶜ.Nonempty := by
      rw [← Finset.card_pos, Finset.card_compl]
      omega
    -- the next fermion goes into the lowest empty level
    obtain ⟨a, ha, hmin⟩ := Finset.exists_min_image Sᶜ ε hne
    rw [Finset.mem_compl] at ha
    refine ⟨insert a S, by rw [Finset.card_insert_of_notMem ha, hc], ?_⟩
    intro i hi j hj
    rw [Finset.mem_insert, not_or] at hj
    rcases Finset.mem_insert.mp hi with hia | hi'
    · rw [hia]
      exact hmin j (Finset.mem_compl.mpr hj.2)
    · exact hS i hi' j hj.2
```

For N > M there is no determinant at all, since a Hermitian idempotent has trace at most M.

## 0 ≤ g ≤ 1 and tr g = N: Pauli principle and particle number

Positivity says that no orbital has a negative occupation, 1 − g ≥ 0 is the Pauli principle, and the trace counts particles. They enter through the occupations, which satisfy 0 ≤ fᵢ ≤ 1 and ∑ᵢ fᵢ = N.

Let S hold N lowest levels, with nᵢ = 1 in S and 0 outside. Choose a Fermi level μ with εᵢ ≤ μ in S and εᵢ ≥ μ outside: the highest level in S will do, or any lower bound of the levels if S is empty. Then

∑ᵢ εᵢfᵢ − ∑(i∈S) εᵢ = ∑ᵢ (εᵢ − μ)(fᵢ − nᵢ) + μ(∑ᵢ fᵢ − N).

The last term vanishes. In S both factors of the product are ≤ 0, since fᵢ ≤ 1; outside S both are ≥ 0, since fᵢ ≥ 0. So the difference is not negative. In Lean, `key` is the sign of each product and `e` is the displayed identity.

```lean
/-- Fractional occupations between 0 and 1 with the same particle number never have a lower
energy than integer filling from below. -/
theorem aufbau_le {ε f : ι → ℝ} {S : Finset ι} (hS : IsAufbau ε S)
    (hf : ∀ i, 0 ≤ f i ∧ f i ≤ 1) (hsum : ∑ i, f i = S.card) :
    ∑ i ∈ S, ε i ≤ ∑ i, ε i * f i := by
  -- a Fermi level separates filled from empty levels
  obtain ⟨μ, hlo, hhi⟩ : ∃ μ, (∀ i ∈ S, ε i ≤ μ) ∧ ∀ j ∉ S, μ ≤ ε j := by
    rcases S.eq_empty_or_nonempty with h0 | hne
    · obtain ⟨μ, hμ⟩ := (Set.finite_range ε).bddBelow
      exact ⟨μ, by simp [h0], fun j _ => hμ ⟨j, rfl⟩⟩
    · obtain ⟨a, ha, hmax⟩ := Finset.exists_max_image S ε hne
      exact ⟨ε a, hmax, hS a ha⟩
  have key : ∀ i, 0 ≤ (ε i - μ) * (f i - if i ∈ S then 1 else 0) := by
    intro i
    by_cases hi : i ∈ S
    · rw [if_pos hi]
      nlinarith [mul_nonneg (sub_nonneg.2 (hlo i hi)) (sub_nonneg.2 (hf i).2)]
    · rw [if_neg hi, sub_zero]
      exact mul_nonneg (sub_nonneg.2 (hhi i hi)) (hf i).1
  have tot := Finset.sum_nonneg (s := Finset.univ) (fun i _ => key i)
  have a : ∑ i ∈ S, ε i = ∑ i, ε i * (if i ∈ S then 1 else 0) := by simp
  have b : (S.card : ℝ) = ∑ i, (if i ∈ S then (1 : ℝ) else 0) := by simp
  have e : ∑ i, (ε i - μ) * (f i - if i ∈ S then 1 else 0)
      = (∑ i, ε i * f i - ∑ i ∈ S, ε i) - μ * (∑ i, f i - S.card) := by
    rw [a, b, ← Finset.sum_sub_distrib, ← Finset.sum_sub_distrib, Finset.mul_sum,
      ← Finset.sum_sub_distrib]
    exact Finset.sum_congr rfl fun i _ => by ring
  rw [e, hsum, sub_self, mul_zero, sub_zero] at tot
  linarith
```

The energy takes this form because the trace is cyclic:

tr(U diag(ε) Uᴴ g) = tr(diag(ε) UᴴgU), with real part ∑ᵢ εᵢfᵢ.

```lean
/-- For `h = U diag(ε) Uᴴ` the energy is the sum of the `ε i` times the occupations. -/
theorem energy_eq_sum (U g : Matrix ι ι ℂ) (ε : ι → ℝ) :
    energy (U * diagonal (fun i => (ε i : ℂ)) * Uᴴ) g = ∑ i, ε i * occupation U g i := by
  have h : (U * diagonal (fun i => (ε i : ℂ)) * Uᴴ * g).trace
      = (diagonal (fun i => (ε i : ℂ)) * (Uᴴ * g * U)).trace := by
    rw [Matrix.mul_assoc U, Matrix.mul_assoc U, trace_mul_comm]
    simp only [Matrix.mul_assoc]
  unfold energy occupation
  rw [h]
  simp only [Matrix.trace, diag_apply, diagonal_mul, Complex.re_sum, Complex.re_ofReal_mul]
```

The properties of the occupations follow from those of g:

fᵢ = ⟨uᵢ|g|uᵢ⟩ ≥ 0

1 − fᵢ = ⟨uᵢ|(1 − g)|uᵢ⟩ ≥ 0

∑ᵢ fᵢ = tr(UᴴgU) = tr(UUᴴg) = tr g = N.

The local lemma `pos` proves the first line for any positive semidefinite matrix and is applied to both g and 1 − g.

```lean
/-- In an orthonormal orbital basis the occupations of an ensemble density matrix lie between
0 and 1 and add up to the particle number. -/
theorem occupation_bounds {N : ℕ} {U g : Matrix ι ι ℂ} (hU : Uᴴ * U = 1)
    (hg : IsEnsemble N g) :
    (∀ i, 0 ≤ occupation U g i ∧ occupation U g i ≤ 1) ∧ ∑ i, occupation U g i = N := by
  have pos : ∀ A : Matrix ι ι ℂ, A.PosSemidef → ∀ i, 0 ≤ occupation U A i := by
    intro A hA i
    have h := (Complex.le_def.mp (hA.dotProduct_mulVec_nonneg (fun k => U k i))).1
    unfold occupation
    rw [Matrix.mul_assoc]
    exact h
  refine ⟨fun i => ⟨pos g hg.nonneg i, ?_⟩, ?_⟩
  · have h := pos (1 - g) hg.pauli i
    have e : Uᴴ * (1 - g) * U = 1 - Uᴴ * g * U := by
      rw [Matrix.mul_sub, Matrix.sub_mul, Matrix.mul_one, hU]
    unfold occupation at h ⊢
    rw [e, Matrix.sub_apply, Matrix.one_apply_eq, Complex.sub_re, Complex.one_re] at h
    linarith
  · have h : (Uᴴ * g * U).trace = (N : ℂ) := by
      rw [trace_mul_cycle, mul_eq_one_comm.mp hU, Matrix.one_mul, hg.trace_eq]
    have h' := congrArg Complex.re h
    simpa only [occupation, Matrix.trace, diag_apply, Complex.re_sum,
      Complex.natCast_re] using h'
```

Each condition has a small counter-example, with diagonal h and g:

- Without g ≥ 0, take N = 1, h = diag(0, 0, 1) and g = diag(1, 1, −1). The energy is −1, while the best determinant has 0.
- Without 1 − g ≥ 0, take N = 2, h = diag(0, 1) and g = diag(2, 0). Both particles sit in the lower orbital with energy 0, while the only determinant has energy 1.
- Without tr g = N, take N = 1, M = 1, h = 1 and g = 0. The ensemble has energy 0 because its particle is missing; the determinant has energy 1.

N is a natural number because the trace of an idempotent is its rank.

## UᴴU = 1: orthonormal orbitals

Write P = UDUᴴ, where D is diagonal with entries nᵢ. Orthonormality gives

P² = UD(UᴴU)DUᴴ = UD²Uᴴ = P

tr P = tr(UᴴUD) = tr D = N

UᴴPU = D.

The last line says that the occupations of P are the nᵢ, so its energy is ∑(i∈S) εᵢ. Hermiticity follows from Dᴴ = D. The Lean proof establishes these facts in the order Hermitian, idempotent, trace, energy.

```lean
/-- Filling the orthonormal orbitals in `S` gives a determinant, whose energy for
`h = U diag(ε) Uᴴ` is the sum of the `ε i` over `S`. -/
theorem orbitalProjector_spec {U : Matrix ι ι ℂ} (hU : Uᴴ * U = 1) (ε : ι → ℝ)
    (S : Finset ι) :
    IsDeterminant S.card (orbitalProjector U S) ∧
      energy (U * diagonal (fun i => (ε i : ℂ)) * Uᴴ) (orbitalProjector U S)
        = ∑ i ∈ S, ε i := by
  unfold orbitalProjector
  set D : Matrix ι ι ℂ := diagonal (fun i => if i ∈ S then (1 : ℂ) else 0) with hD
  have hstar : Dᴴ = D := by
    rw [hD, diagonal_conjTranspose]
    congr 1
    funext i
    by_cases hi : i ∈ S <;> simp [hi]
  have hDD : D * D = D := by
    rw [hD, diagonal_mul_diagonal]
    congr 1
    funext i
    by_cases hi : i ∈ S <;> simp [hi]
  refine ⟨⟨?_, ?_, ?_⟩, ?_⟩
  · change (U * D * Uᴴ)ᴴ = U * D * Uᴴ
    rw [conjTranspose_mul, conjTranspose_mul, conjTranspose_conjTranspose, hstar,
      Matrix.mul_assoc]
  · calc U * D * Uᴴ * (U * D * Uᴴ) = U * (D * (Uᴴ * U) * D) * Uᴴ := by
          simp only [Matrix.mul_assoc]
      _ = U * D * Uᴴ := by rw [hU, Matrix.mul_one, hDD]
  · rw [trace_mul_cycle, hU, Matrix.one_mul, hD, trace_diagonal]
    simp
  · have hocc : Uᴴ * (U * D * Uᴴ) * U = D := by
      calc Uᴴ * (U * D * Uᴴ) * U = (Uᴴ * U) * D * (Uᴴ * U) := by
            simp only [Matrix.mul_assoc]
        _ = D := by rw [hU, Matrix.one_mul, Matrix.mul_one]
    rw [energy_eq_sum]
    unfold occupation
    rw [hocc, hD]
    simp [diagonal_apply_eq, apply_ite Complex.re]
```

Without normalisation this fails already for M = 1: U = 2 with the orbital filled gives P = 4, which is not idempotent.

## One determinant for all ensembles

The first theorem below takes h Hermitian and N ≤ M. It diagonalises h, fills a set S from below, and compares the resulting P with an arbitrary g through `aufbau_le`. P is chosen before g, so the same determinant serves for every ensemble.

```lean
/-- For a Hermitian `h` and `N` not exceeding the number of orbitals, one determinant has an
energy no higher than that of any `N`-fermion ensemble density matrix. -/
theorem exists_best_determinant {h : Matrix ι ι ℂ} (hh : h.IsHermitian) {N : ℕ}
    (hN : N ≤ Fintype.card ι) :
    ∃ P, IsDeterminant N P ∧ ∀ g, IsEnsemble N g → energy h P ≤ energy h g := by
  -- pass to the eigenbasis of `h`
  obtain ⟨U, ε, hU, hspec⟩ : ∃ (U : Matrix ι ι ℂ) (ε : ι → ℝ),
      Uᴴ * U = 1 ∧ h = U * diagonal (fun i => (ε i : ℂ)) * Uᴴ := by
    refine ⟨(hh.eigenvectorUnitary : Matrix ι ι ℂ), hh.eigenvalues,
      mem_unitaryGroup_iff'.mp hh.eigenvectorUnitary.2, ?_⟩
    have hs := hh.spectral_theorem
    rw [Unitary.conjStarAlgAut_apply] at hs
    exact hs
  obtain ⟨S, rfl, hS⟩ := exists_aufbau ε N hN
  obtain ⟨hdet, hE⟩ := orbitalProjector_spec hU ε S
  refine ⟨orbitalProjector U S, hdet, fun g hg => ?_⟩
  obtain ⟨hf, hsum⟩ := occupation_bounds hU hg
  rw [hspec, hE, energy_eq_sum]
  exact aufbau_le hS hf hsum
```

If an ensemble g is given, N ≤ M need not be assumed. With U = 1 the occupations are the diagonal elements of g, each at most 1, so their sum N is at most M.

```lean
/-- For Hermitian `h` and every `N`-fermion ensemble density matrix `g` some determinant has energy
at most that of `g`. -/
theorem determinant_le_ensemble {h g : Matrix ι ι ℂ} (hh : h.IsHermitian) {N : ℕ}
    (hg : IsEnsemble N g) : ∃ P, IsDeterminant N P ∧ energy h P ≤ energy h g := by
  -- the Pauli bound leaves room for at most one fermion per orbital
  have hN : N ≤ Fintype.card ι := by
    obtain ⟨hf, hsum⟩ := occupation_bounds (U := (1 : Matrix ι ι ℂ)) (by simp) hg
    have h1 : (N : ℝ) ≤ Fintype.card ι := by
      rw [← hsum]
      calc ∑ i, occupation 1 g i ≤ ∑ _i : ι, (1 : ℝ) :=
            Finset.sum_le_sum fun i _ => (hf i).2
        _ = Fintype.card ι := by simp
    exact_mod_cast h1
  obtain ⟨P, hP, hmin⟩ := exists_best_determinant hh hN
  exact ⟨P, hP, hmin g hg⟩
```

The last theorem states the result as an equality of minima. `IsLeast` says that E is attained and is a lower bound, here for the ensemble energies and for the determinant energies alike.

```lean
/-- For Hermitian `h` and `N` not exceeding the number of orbitals, the minimum of the energy
over ensembles and the minimum over determinants both exist and are equal. -/
theorem ensemble_min_eq_determinant_min {h : Matrix ι ι ℂ} (hh : h.IsHermitian) {N : ℕ}
    (hN : N ≤ Fintype.card ι) :
    ∃ E, IsLeast (energy h '' {g | IsEnsemble N g}) E ∧
      IsLeast (energy h '' {P | IsDeterminant N P}) E := by
  obtain ⟨P, hP, hmin⟩ := exists_best_determinant hh hN
  refine ⟨energy h P, ⟨⟨P, hP.isEnsemble, rfl⟩, ?_⟩, ⟨⟨P, hP, rfl⟩, ?_⟩⟩
  · rintro _ ⟨g, hg, rfl⟩
    exact hmin g hg
  · rintro _ ⟨Q, hQ, rfl⟩
    exact hmin Q (IsDeterminant.isEnsemble hQ)

end

end BestDeterminant
```

```lean
#print axioms BestDeterminant.energy_eq_trace
#print axioms BestDeterminant.exists_best_determinant
#print axioms BestDeterminant.determinant_le_ensemble
#print axioms BestDeterminant.ensemble_min_eq_determinant_min
```

```
'BestDeterminant.energy_eq_trace' depends on axioms: [propext, Classical.choice, Quot.sound]
'BestDeterminant.exists_best_determinant' depends on axioms: [propext, Classical.choice, Quot.sound]
'BestDeterminant.determinant_le_ensemble' depends on axioms: [propext, Classical.choice, Quot.sound]
'BestDeterminant.ensemble_min_eq_determinant_min' depends on axioms: [propext, Classical.choice, Quot.sound]
```

In a Kohn–Sham calculation with a finite basis and h held fixed, smearing thus cannot bring the sum of orbital energies weighted by occupation below its value for filling from below, provided that the occupations stay between 0 and 1 and still add up to N. Smearing schemes that allow occupations outside this range, such as Methfessel–Paxton, are not covered. The statement concerns neither an interaction energy, nor an h that responds to the density, nor an entropy term.

## The spectral theorem as Mathlib gives it

Mathlib's `spectral_theorem` writes h as the image of a diagonal matrix under conjugation by `eigenvectorUnitary`. Rewriting with `Unitary.conjStarAlgAut_apply` turns this into the familiar product U diag(ε) Uᴴ. The proof then keeps only that equation and UᴴU = 1, hiding the origin of U and ε behind an existential statement. The order in which Mathlib lists the eigenvalues therefore plays no part; `exists_aufbau` does whatever sorting is needed.

## The highest energy

Applying the argument to −h fills the levels from above. For N ≤ M some determinant then has an energy at least as high as that of every N-fermion ensemble, so the two maxima coincide as well.
